# The weak maximum principle for harmonic polynomials on a ball

In electrostatics and molecular simulation, the potential that distant charges produce inside a sphere containing none of them is often replaced by an expansion about the sphere's centre. Each term of this expansion is a polynomial in the coordinates that solves Laplace's equation. Suppose the terms up to degree 6 are known and those of degrees 5 and 6 are dropped to save time. The dropped part is itself a harmonic polynomial, so a bound on its size over the surface also holds at every charge inside. The parts below prove this for finite expansions. The true potential is an infinite series, and the tail beyond the last known degree needs a separate estimate.

## Polynomials, spheres and balls

A potential is modelled as a polynomial \(p\) with real coefficients in \(d\) variables \(x_0,\dots,x_{d-1}\), of type `MvPolynomial (Fin d) ℝ`. Its value at a point \(x\) is `eval x p`.

```lean
import Mathlib

open MvPolynomial Filter Topology

namespace HarmonicMaximumPrinciple

noncomputable section

variable {d : ℕ}
```

Write \(\partial_i\) for the formal partial derivative `pderiv i`. The Laplacian is \(\Delta p=\sum_i\partial_i\partial_i p\), again a polynomial.

```lean
/-- The Laplacian of a real polynomial in `d` variables: the sum of its pure second partial
derivatives. -/
def laplacian (p : MvPolynomial (Fin d) ℝ) : MvPolynomial (Fin d) ℝ :=
  ∑ i, pderiv i (pderiv i p)
```

Balls and spheres are described by the squared Euclidean distance \(|x-c|^2=\sum_i(x_i-c_i)^2\) from a centre \(c\). It is written out because Lean's built-in distance on `Fin d → ℝ` is the largest coordinate difference, whose balls are cubes.

```lean
/-- The squared Euclidean distance of the point `x` from the centre `c`. -/
def distSq (c x : Fin d → ℝ) : ℝ := ∑ i, (x i - c i) ^ 2
```

The same expression is needed as a polynomial, named `bowl` after the shape of its graph. In it, `X j` is the \(j\)-th variable and the capital `C` turns a number into a constant polynomial.

```lean
/-- The squared distance from the centre `c`, as a polynomial in the coordinates. -/
def bowl (c : Fin d → ℝ) : MvPolynomial (Fin d) ℝ := ∑ j, (X j - C (c j)) ^ 2
```

## (a) The slope along one coordinate

Let \(x[i\to t]\) be the point \(x\) with its \(i\)-th coordinate replaced by \(t\). Show that the formal derivative is the ordinary one along this line:
\[
\frac{d}{dt}\,p(x[i\to t])=(\partial_i p)(x[i\to t]).
\]

Every polynomial is built from constants by addition and by multiplication with a variable. For a constant both sides are zero, and for a sum the two derivatives add. For a product \(p\,x_j\), the factor \(x_j\) has slope \(1\) if \(j=i\) and \(0\) otherwise, which is \(\partial_i x_j=\delta_{ij}\). The product rule gives \((\partial_i p)\,x_j+p\,\delta_{ij}\) on both sides.

The three cases of the induction in Lean are these three steps, and `Function.update x i t` is \(x[i\to t]\).

```lean
/-- The formal partial derivative of a polynomial is its rate of change when only the
`i`-th coordinate varies. -/
theorem hasDerivAt_coordinate (p : MvPolynomial (Fin d) ℝ) (x : Fin d → ℝ) (i : Fin d) (t : ℝ) :
    HasDerivAt (fun s => eval (Function.update x i s) p)
      (eval (Function.update x i t) (pderiv i p)) t := by
  induction p using MvPolynomial.induction_on with
  | C a =>
    simp only [eval_C, pderiv_C, map_zero]
    exact hasDerivAt_const t a
  | add p q hp hq =>
    simp only [map_add]
    exact hp.fun_add hq
  | mul_X p j hp =>
    have hX : HasDerivAt (fun s => Function.update x i s j)
        (eval (Function.update x i t) (pderiv i (X j))) t := by
      rcases eq_or_ne j i with rfl | h
      · simp only [Function.update_self, pderiv_X_self, map_one]
        exact hasDerivAt_id' t
      · simp only [Function.update_of_ne h, pderiv_X_of_ne h, map_zero]
        exact hasDerivAt_const t (x j)
    simp only [map_mul, eval_X, pderiv_mul, map_add]
    exact hp.fun_mul hX
```

## (b) Curvature at a local maximum

Let the polynomial \(q\) have a local maximum at \(x\). Show that for every \(i\)
\[
(\partial_i\partial_i q)(x)\le 0 .
\]

Put \(f(t)=q(x[i\to t])\). Points on the line close to \(x\) are close to \(x\) in space, so \(f\) has a local maximum at \(t=x_i\), and \(f'(x_i)=0\). Using (a) twice, \(f''(x_i)=(\partial_i\partial_i q)(x)\).

Suppose \(f''(x_i)>0\). Then \(x_i\) is also a local minimum of \(f\). A function with a local maximum and a local minimum at the same point is constant nearby, so \(f''(x_i)=0\), a contradiction.

In the code, `hmax` carries the maximum over to the line, `hd2` identifies the second derivative, and `heq` is the local constancy.

```lean
/-- At a local maximum of a polynomial, each pure second partial derivative is at most zero. -/
theorem second_pderiv_nonpos (q : MvPolynomial (Fin d) ℝ) (x : Fin d → ℝ) (i : Fin d)
    (h : IsLocalMax (fun y => eval y q) x) : eval x (pderiv i (pderiv i q)) ≤ 0 := by
  let f : ℝ → ℝ := fun t => eval (Function.update x i t) q
  have hc : Tendsto (fun t => Function.update x i t) (𝓝 (x i)) (𝓝 x) := by
    have hu : Continuous (fun t : ℝ => Function.update x i t) :=
      continuous_const.update i continuous_id
    simpa using hu.tendsto (x i)
  have hmax : IsLocalMax f (x i) := by
    show ∀ᶠ t in 𝓝 (x i), f t ≤ f (x i)
    filter_upwards [hc.eventually h] with t ht
    simpa [f] using ht
  have hd1 : deriv f = fun t => eval (Function.update x i t) (pderiv i q) :=
    funext fun t => (hasDerivAt_coordinate q x i t).deriv
  have hd2 : deriv (deriv f) (x i) = eval x (pderiv i (pderiv i q)) := by
    rw [hd1, (hasDerivAt_coordinate (pderiv i q) x i (x i)).deriv, Function.update_eq_self]
  by_contra hn
  have hpos := not_le.mp hn
  -- a positive second derivative would make the point a local minimum as well
  have hmin : IsLocalMin f (x i) :=
    isLocalMin_of_deriv_deriv_pos (by rw [hd2]; exact hpos) hmax.deriv_eq_zero
      (hasDerivAt_coordinate q x i (x i)).continuousAt
  have heq : f =ᶠ[𝓝 (x i)] fun _ => f (x i) := by
    filter_upwards [hmax, hmin] with t h1 h2 using le_antisymm h1 h2
  have hzero : deriv (deriv f) (x i) = 0 := by
    rw [heq.deriv.deriv_eq]
    simp
  linarith
```

## (c) Adding a paraboloid

Let \(\varepsilon\) be a real number. Show that at every point \(z\)
\[
\Delta\bigl(p+\varepsilon|x-c|^2\bigr)(z)=\Delta p(z)+2d\,\varepsilon .
\]

Only the term \(j=i\) of \(\sum_j(x_j-c_j)^2\) depends on \(x_i\), so
\[
\partial_i|x-c|^2=2(x_i-c_i),\qquad \partial_i\partial_i|x-c|^2=2 .
\]
Summing over the \(d\) coordinates and multiplying by \(\varepsilon\) gives the extra term. The two derivatives are `h1` and `h2`.

```lean
/-- Adding `ε` times the squared distance from `c` raises the Laplacian by `2 d ε` at every
point. -/
theorem laplacian_add_bowl (p : MvPolynomial (Fin d) ℝ) (c z : Fin d → ℝ) (ε : ℝ) :
    eval z (laplacian (p + C ε * bowl c)) = eval z (laplacian p) + d * (2 * ε) := by
  have h1 (i : Fin d) : pderiv i (bowl c) = (X i - C (c i)) + (X i - C (c i)) := by
    rw [bowl, map_sum, Finset.sum_eq_single i]
    · rw [pow_two, pderiv_mul, map_sub, pderiv_X_self, pderiv_C]
      ring
    · intro j _ hj
      rw [pow_two, pderiv_mul, map_sub, pderiv_X_of_ne hj, pderiv_C]
      ring
    · simp
  have h2 (i : Fin d) : pderiv i (pderiv i (bowl c)) = 2 := by
    rw [h1, map_add, map_sub, pderiv_X_self, pderiv_C]
    ring
  simp only [laplacian, map_add, pderiv_C_mul, h2, map_sum, Finset.sum_add_distrib, map_mul,
    eval_C, map_ofNat, map_natCast, Finset.sum_const, Finset.card_univ, Fintype.card_fin,
    nsmul_eq_mul]
  ring
```

## (d) From the sphere to the ball

Let \(d\ge1\), and let \(R\) and \(M\) be real numbers. Assume \(\Delta p\ge0\) wherever \(|x-c|^2<R^2\), and \(p\le M\) wherever \(|x-c|^2=R^2\). Show that
\[
|x-c|^2\le R^2\ \Longrightarrow\ p(x)\le M .
\]

Fix \(x\) in the closed ball. It is enough to prove \(p(x)\le M+\delta\) for every \(\delta>0\). Take \(\varepsilon=\delta/(R^2+1)\), so that \(\varepsilon>0\) and \(\varepsilon R^2\le\delta\), and set \(q=p+\varepsilon|x-c|^2\).

The ball is closed and bounded, so \(q\) attains its maximum over it at some point \(z\). If \(z\) were inside, it would be a local maximum, and summing (b) over \(i\) would give \(\Delta q(z)\le0\). But (c) gives \(\Delta q(z)=\Delta p(z)+2d\varepsilon>0\). Hence \(z\) lies on the sphere, and
\[
p(x)\le q(x)\le q(z)=p(z)+\varepsilon R^2\le M+\delta .
\]

The assumption `hsub` asks for a non-negative Laplacian only inside the ball. For an electrostatic potential this means that the charge density there is nowhere positive. Only \(R^2\) enters, so the sign of \(R\) is irrelevant, and for \(R=0\) ball and sphere are the same point. The case \(d=0\) with \(R\neq0\) has to be excluded: the sphere is then empty, and the condition on it says nothing about the single point of the ball.

In the proof, `hK` is compactness, `hzs` places \(z\) on the sphere, and `hev` evaluates \(q\) for the final comparison.

```lean
/-- In dimension `d ≥ 1`, a polynomial whose Laplacian is non-negative inside a ball and which
is at most `M` on the bounding sphere is at most `M` in the whole closed ball. -/
theorem subharmonic_le_of_le_on_sphere (hd : 0 < d) (p : MvPolynomial (Fin d) ℝ)
    (c : Fin d → ℝ) (R M : ℝ)
    (hsub : ∀ x, distSq c x < R ^ 2 → 0 ≤ eval x (laplacian p))
    (hM : ∀ x, distSq c x = R ^ 2 → eval x p ≤ M) :
    ∀ x, distSq c x ≤ R ^ 2 → eval x p ≤ M := by
  intro x hx
  refine le_of_forall_pos_le_add fun δ hδ => ?_
  obtain ⟨ε, hε, hεR⟩ : ∃ ε : ℝ, 0 < ε ∧ ε * R ^ 2 ≤ δ := by
    refine ⟨δ / (R ^ 2 + 1), by positivity, ?_⟩
    rw [div_mul_eq_mul_div, div_le_iff₀ (by positivity)]
    nlinarith
  have hcont : Continuous (distSq c) := by
    unfold distSq
    fun_prop
  have hK : IsCompact {y | distSq c y ≤ R ^ 2} := by
    refine (isCompact_closedBall c |R|).of_isClosed_subset
      (isClosed_le hcont continuous_const) fun y hy => ?_
    rw [Metric.mem_closedBall, dist_pi_le_iff (abs_nonneg R)]
    intro i
    rw [Real.dist_eq]
    have hi : (y i - c i) ^ 2 ≤ distSq c y :=
      Finset.single_le_sum (f := fun j => (y j - c j) ^ 2)
        (fun j _ => sq_nonneg _) (Finset.mem_univ i)
    exact sq_le_sq.mp (hi.trans hy)
  -- the perturbed polynomial attains its maximum over the ball at some point z
  obtain ⟨z, hz, hmax⟩ := hK.exists_isMaxOn ⟨x, hx⟩
    (MvPolynomial.continuous_eval (p + C ε * bowl c)).continuousOn
  have hzs : distSq c z = R ^ 2 := by
    by_contra hne
    have hlt : distSq c z < R ^ 2 := lt_of_le_of_ne hz hne
    have hloc : IsLocalMax (fun y => eval y (p + C ε * bowl c)) z :=
      hmax.isLocalMax (Filter.mem_of_superset
        ((isOpen_lt hcont continuous_const : IsOpen {y | distSq c y < R ^ 2}).mem_nhds hlt)
        fun y (hy : distSq c y < R ^ 2) => show distSq c y ≤ R ^ 2 from hy.le)
    have h0 : eval z (laplacian (p + C ε * bowl c)) ≤ 0 := by
      rw [laplacian, map_sum]
      exact Finset.sum_nonpos fun i _ => second_pderiv_nonpos _ z i hloc
    rw [laplacian_add_bowl] at h0
    have hd' : (0 : ℝ) < d := Nat.cast_pos.mpr hd
    have hpos : 0 < (d : ℝ) * (2 * ε) := by positivity
    linarith [hsub z hlt]
  -- compare the values at x and at the boundary point z
  have hev (y : Fin d → ℝ) : eval y (p + C ε * bowl c) = eval y p + ε * distSq c y := by
    simp [bowl, distSq]
  have hxz : eval x (p + C ε * bowl c) ≤ eval z (p + C ε * bowl c) := hmax hx
  rw [hev, hev, hzs] at hxz
  have hnn : 0 ≤ ε * distSq c x :=
    mul_nonneg hε.le (Finset.sum_nonneg fun i _ => sq_nonneg _)
  linarith [hM z hzs]
```

## (e) Harmonic polynomials on the unit ball

Let \(d\ge1\), \(\Delta p=0\), and \(p\le M\) on the unit sphere. Show that
\[
\sum_i x_i^2\le1\ \Longrightarrow\ p(x)\le M .
\]

This is (d) with \(c=0\) and \(R=1\), since a zero Laplacian is non-negative. For \(d=1\) the sphere is the pair of points \(\pm1\) and the graph of \(p\) is a straight line, which between these points never rises above the larger of its two end values.

The principle is weak in that it leaves open whether \(p\) can also reach the value \(M\) at an interior point. In Lean, `hp` states that the Laplacian is the zero polynomial.

```lean
/-- Weak maximum principle: in dimension `d ≥ 1`, a harmonic polynomial that is at most `M` on
the unit sphere is at most `M` in the closed unit ball. -/
theorem weak_maximum_principle (hd : 0 < d) (p : MvPolynomial (Fin d) ℝ)
    (hp : laplacian p = 0) (M : ℝ) (hM : ∀ x : Fin d → ℝ, ∑ i, x i ^ 2 = 1 → eval x p ≤ M) :
    ∀ x : Fin d → ℝ, ∑ i, x i ^ 2 ≤ 1 → eval x p ≤ M := by
  intro x hx
  refine subharmonic_le_of_le_on_sphere hd p 0 1 M (fun y _ => by simp [hp])
    (fun y hy => hM y ?_) x ?_
  · simpa [distSq] using hy
  · simpa [distSq] using hx
```

## (f) A two-sided bound for the dropped terms

Let \(d\ge1\), \(\Delta p=0\), and \(|p|\le M\) on the sphere \(|x-c|^2=R^2\). Show that
\[
|x-c|^2\le R^2\ \Longrightarrow\ |p(x)|\le M .
\]

Both \(p\) and \(-p\) are harmonic and at most \(M\) on the sphere. Part (d) gives \(p(x)\le M\) and \(-p(x)\le M\), which are `hup` and `hlow` in the code.

As a numerical instance, let the dropped part of a potential in three dimensions be
\[
p=0.02\,(x_0^2-x_1^2)+0.01\,x_2
\]
on the unit ball. Its Laplacian is \(0.04-0.04=0\). On the sphere with \(x_2=s\), the largest value is \(0.02(1-s^2)+0.01s\), reached at \(x_1=0\). This is greatest at \(s=1/4\), where it equals \(0.01875+0.0025=0.02125\). Exchanging \(x_0\) with \(x_1\) and reversing \(x_2\) changes the sign of \(p\), so the smallest value is \(-0.02125\). Dropping \(p\) therefore changes the energy of a charge \(Q\) anywhere in the ball by at most \(0.02125\,|Q|\). At \((0.5,\,0,\,0.25)\), for example, \(p=0.005+0.0025=0.0075\).

```lean
/-- In dimension `d ≥ 1`, a harmonic polynomial whose absolute value is at most `M` on a sphere
has absolute value at most `M` in the closed ball. -/
theorem harmonic_abs_le (hd : 0 < d) (p : MvPolynomial (Fin d) ℝ) (hp : laplacian p = 0)
    (c : Fin d → ℝ) (R M : ℝ) (hM : ∀ x, distSq c x = R ^ 2 → |eval x p| ≤ M) :
    ∀ x, distSq c x ≤ R ^ 2 → |eval x p| ≤ M := by
  intro x hx
  have hneg : laplacian (-p) = 0 := by
    have h : laplacian (-p) = -laplacian p := by simp [laplacian]
    rw [h, hp, neg_zero]
  have hup := subharmonic_le_of_le_on_sphere hd p c R M (fun y _ => by simp [hp])
    (fun y hy => (abs_le.mp (hM y hy)).2) x hx
  have hlow := subharmonic_le_of_le_on_sphere hd (-p) c R M (fun y _ => by simp [hneg])
    (fun y hy => by rw [map_neg]; linarith [(abs_le.mp (hM y hy)).1]) x hx
  rw [map_neg] at hlow
  exact abs_le.mpr ⟨by linarith, hup⟩
```

## (g) One potential for given density and surface values

Let \(d\ge1\), and let \(p\) and \(q\) be polynomials with \(\Delta p=\Delta q\) that agree on the sphere \(|x-c|^2=R^2\). Show that
\[
|x-c|^2\le R^2\ \Longrightarrow\ p(x)=q(x) .
\]

The difference \(p-q\) has Laplacian \(\Delta p-\Delta q=0\) and vanishes on the sphere. Part (f) with \(M=0\) gives \(|p(x)-q(x)|\le0\).

In electronic-structure calculations, the potential in a sphere around an atom can be found by taking any solution of Poisson's equation and adding a harmonic correction that matches the surface values. When density and potential are polynomials, the result does not depend on which solution was taken first. The theorem concerns uniqueness only and does not supply a solution.

```lean
/-- Uniqueness for the Poisson problem: in dimension `d ≥ 1`, two polynomials with the same
Laplacian that agree on a sphere agree in the closed ball. -/
theorem poisson_unique (hd : 0 < d) (p q : MvPolynomial (Fin d) ℝ)
    (hpq : laplacian p = laplacian q) (c : Fin d → ℝ) (R : ℝ)
    (hS : ∀ x, distSq c x = R ^ 2 → eval x p = eval x q) :
    ∀ x, distSq c x ≤ R ^ 2 → eval x p = eval x q := by
  intro x hx
  have hdiff : laplacian (p - q) = 0 := by
    have h : laplacian (p - q) = laplacian p - laplacian q := by
      simp only [laplacian, map_sub, Finset.sum_sub_distrib]
    rw [h, hpq, sub_self]
  -- the difference is harmonic and vanishes on the sphere
  have h0 := harmonic_abs_le hd (p - q) hdiff c R 0
    (fun y hy => by rw [map_sub, hS y hy, sub_self, abs_zero]) x hx
  rw [map_sub] at h0
  exact sub_eq_zero.mp (abs_nonpos_iff.mp h0)

end

end HarmonicMaximumPrinciple
```

```lean
#print axioms HarmonicMaximumPrinciple.weak_maximum_principle
#print axioms HarmonicMaximumPrinciple.poisson_unique
```

```
'HarmonicMaximumPrinciple.weak_maximum_principle' depends on axioms: [propext, Classical.choice, Quot.sound]
'HarmonicMaximumPrinciple.poisson_unique' depends on axioms: [propext, Classical.choice, Quot.sound]
```
